# Nearest-neighbour triangles and tetrahedra of the fcc lattice: 8 and 2 per site, each kind a single orbit

## Sites, neighbour vectors and clusters

Lengths are in units of half the cubic cell edge, and coordinates are numbered 0, 1, 2, as in Lean.

```lean
import Mathlib

open Matrix

namespace FccClusters

/-- Integer position vectors, in units of half the cubic cell edge. -/
abbrev Site := Fin 3 → ℤ
```

A `Site` is a function from the three indices to the integers, that is, a vector $v=(v_0,v_1,v_2)\in\mathbb Z^3$. In Lean it is written `![1, 1, 0]`, for example.

```lean
/-- A position belongs to the fcc lattice when its coordinate sum is even. -/
abbrev OnFcc (v : Site) : Prop := Even (v 0 + v 1 + v 2)
```

In these units the fcc lattice consists of the integer vectors with $v_0+v_1+v_2$ even. The type `Site` also contains the vectors with odd sum, so membership of the lattice is a separate condition.

```lean
/-- Six neighbour vectors, one from each opposite pair. -/
def forward : Finset Site :=
  {![1, 1, 0], ![1, -1, 0], ![1, 0, 1], ![1, 0, -1], ![0, 1, 1], ![0, 1, -1]}
```

These are the six neighbour vectors whose first nonzero coordinate is positive. They will serve to choose one representative from each family of translated clusters.

```lean
/-- The twelve fcc neighbour vectors, the permutations of (±1, ±1, 0). -/
def shell : Finset Site :=
  {![1, 1, 0], ![1, -1, 0], ![1, 0, 1], ![1, 0, -1], ![0, 1, 1], ![0, 1, -1],
   ![-1, -1, 0], ![-1, 1, 0], ![-1, 0, -1], ![-1, 0, 1], ![0, -1, -1], ![0, -1, 1]}
```

The shell $S$ holds all twelve neighbour vectors. They are exactly the integer vectors of squared length 2, so two sites $a,b$ are nearest neighbours when $|a-b|^2=2$.

```lean
/-- The sets of `k` neighbour vectors that differ mutually by neighbour vectors. -/
def bonded (k : ℕ) : Finset (Finset Site) :=
  (shell.powersetCard k).filter fun P => ∀ a ∈ P, ∀ b ∈ P, a ≠ b → a - b ∈ shell
```

A `Finset` is a finite set, and `powersetCard k` lists the subsets with $k$ elements. `bonded k` keeps those subsets $P\subset S$ in which any two different vectors differ by a vector of $S$. Together with the origin, such a $P$ forms a cluster of $k+1$ mutual neighbours.

```lean
/-- A nearest-neighbour cluster: `n` fcc sites, any two of which are neighbours. -/
abbrev IsCluster (n : ℕ) (C : Finset Site) : Prop :=
  C.card = n ∧ (∀ a ∈ C, OnFcc a) ∧ ∀ a ∈ C, ∀ b ∈ C, a ≠ b → a - b ∈ shell
```

`IsCluster n C` says that $C$ has $n$ elements, that all of them are fcc sites, and that any two are nearest neighbours. A triangle is the case $n=3$ and a tetrahedron the case $n=4$. This is pure geometry on an ideal infinite lattice: no atoms are assigned to the sites, and no energies appear.

```lean
/-- The clusters made of the origin and `k` mutually neighbouring forward vectors. -/
def representatives (k : ℕ) : Finset (Finset Site) :=
  ((bonded k).filter fun P => P ⊆ forward).image fun P => insert 0 P
```

A representative is a set $\{0\}\cup P$, where $P$ is in `bonded k` and uses forward vectors only.

## Cubic operations as signed permutations

```lean
/-- The signed permutation matrix with permutation `σ` and signs `ε`. -/
def signedPerm (σ : Equiv.Perm (Fin 3)) (ε : Fin 3 → ℤˣ) : Matrix (Fin 3) (Fin 3) ℤ :=
  Matrix.of fun i j => if j = σ i then (ε i : ℤ) else 0
```

The type `ℤˣ` contains the invertible integers, $+1$ and $-1$. The matrix has entries $M_{ij}=\varepsilon_i\,\delta_{j,\sigma(i)}$. There are $3!\cdot 2^3=48$ choices of $\sigma$ and $\varepsilon$, which give the full cubic point group, reflections and inversion included.

```lean
/-- A signed permutation matrix permutes the coordinates and changes their signs. -/
theorem signedPerm_mulVec (σ : Equiv.Perm (Fin 3)) (ε : Fin 3 → ℤˣ) (v : Site) :
    signedPerm σ ε *ᵥ v = fun i => (ε i : ℤ) * v (σ i) := by
  ext i
  simp [signedPerm, Matrix.mulVec, dotProduct]
```

The symbol `*ᵥ` is matrix times vector. Only the term $j=\sigma(i)$ survives in the sum, so $(Mv)_i=\sum_j M_{ij}v_j=\varepsilon_i v_{\sigma(i)}$.

## Counting around one site

```lean
/-- Among the neighbour vectors, 24 pairs and 8 triples are mutually neighbouring. -/
theorem card_bonded : (bonded 2).card = 24 ∧ (bonded 3).card = 8 := by
  decide +kernel
```

Two vectors $a,b\in S$ satisfy $|a-b|^2=4-2\,a\cdot b$, so they are neighbours exactly when $a\cdot b=1$. They then share one nonzero coordinate, with the same sign, and differ in where the other one sits. With unit vectors $e_i$ and signs $s_i=\pm1$, the pair is
$$\{s_ie_i+s_je_j,\;s_ie_i+s_ke_k\},\qquad \{i,j,k\}=\{0,1,2\}.$$
It is fixed by the three signs and the shared axis $i$, which gives $8\cdot3=24$ pairs.

A third vector $c$ must have scalar product 1 with both. If it lay in the plane of the axes $i,j$, its product with the first vector would be $0$ or $\pm2$, and the plane of $i,k$ fails in the same way with the second. Hence $c=s_je_j+s_ke_k$. A triple is therefore fixed by its three signs, which gives 8 triples.

Lean's proof is `decide +kernel`: the statement concerns finite sets, and the kernel evaluates it by enumeration.

```lean
/-- The signed permutation matrices act transitively on the mutually neighbouring pairs
of neighbour vectors, and likewise on the triples. -/
theorem bonded_transitive {k : ℕ} (hk : k = 2 ∨ k = 3) {P P' : Finset Site}
    (hP : P ∈ bonded k) (hP' : P' ∈ bonded k) :
    ∃ σ ε, P' = P.image (fun v => signedPerm σ ε *ᵥ v) := by
  -- every set is the image of one reference set
  obtain ⟨Q, hQ⟩ : ∃ Q : Finset Site, ∀ P ∈ bonded k,
      ∃ (σ : Equiv.Perm (Fin 3)) (ε : Fin 3 → ℤˣ),
        P = Q.image (fun (v : Site) (i : Fin 3) => (ε i : ℤ) * v (σ i)) := by
    rcases hk with rfl | rfl
    · exact ⟨{![1, 1, 0], ![1, 0, 1]}, by decide +kernel⟩
    · exact ⟨{![1, 1, 0], ![1, 0, 1], ![0, 1, 1]}, by decide +kernel⟩
  obtain ⟨σ, ε, h⟩ := hQ P hP
  obtain ⟨σ', ε', h'⟩ := hQ P' hP'
  -- go back to the reference set, then on to the target
  refine ⟨σ'.trans σ.symm, fun i => ε' i * ε (σ.symm (σ' i)), ?_⟩
  rw [h', h, Finset.image_image]
  congr 1
  funext v i
  simp only [Function.comp_apply, signedPerm_mulVec, Equiv.trans_apply,
    Equiv.apply_symm_apply, Units.val_mul]
  rcases Int.units_eq_one_or (ε (σ.symm (σ' i))) with e | e <;> simp [e]
```

The theorem takes any two sets $P,P'$ of the same kind and supplies an operation $M$ with $P'=MP$. Braces such as `{k : ℕ}` mark arguments that Lean infers for itself.

By hand, take the reference pair $Q=\{(1,1,0),(1,0,1)\}$, with all signs positive and shared axis 0. The operation $(\sigma,\varepsilon)$ turns it into the pair with signs $\varepsilon$ and shared axis $\sigma^{-1}(0)$, so every pair is reached. The reference triple $\{(1,1,0),(1,0,1),(0,1,1)\}$ becomes the triple with signs $\varepsilon$. Lean establishes both facts by enumeration.

If now $P=MQ$ and $P'=M'Q$, then $P'=M'M^{-1}P$. In components,
$$(M'M^{-1}w)_i=\varepsilon'_i\,\varepsilon_{\sigma^{-1}(\sigma'(i))}\,w_{\sigma^{-1}(\sigma'(i))},$$
which is the permutation and the sign function given after `refine`. The last line of the proof treats the two values of the sign $\varepsilon$ separately, since it has to cancel against itself.

## From one site to the whole lattice

```lean
/-- Seen from any of its sites, a cluster of `k + 1` sites consists of that site and
`k` mutually neighbouring neighbour vectors. -/
theorem cluster_from_site {k : ℕ} {C : Finset Site} (h : IsCluster (k + 1) C)
    {a : Site} (ha : a ∈ C) :
    ∃ P ∈ bonded k, C = (insert 0 P).image (fun v => v + a) := by
  refine ⟨(C.erase a).image (fun v => v - a), ?_, ?_⟩
  · simp only [bonded, Finset.mem_filter, Finset.mem_powersetCard]
    refine ⟨⟨?_, ?_⟩, ?_⟩
    · intro x hx
      obtain ⟨b, hb, rfl⟩ := Finset.mem_image.1 hx
      exact h.2.2 b (Finset.mem_of_mem_erase hb) a ha (Finset.ne_of_mem_erase hb)
    · rw [Finset.card_image_of_injective _ sub_left_injective]
      have h1 := Finset.card_erase_of_mem ha
      have h2 := h.1
      omega
    · intro x hx y hy hxy
      obtain ⟨b, hb, rfl⟩ := Finset.mem_image.1 hx
      obtain ⟨c, hc, rfl⟩ := Finset.mem_image.1 hy
      show b - a - (c - a) ∈ shell
      rw [sub_sub_sub_cancel_right]
      exact h.2.2 b (Finset.mem_of_mem_erase hb) c (Finset.mem_of_mem_erase hc)
        (fun e => hxy (by rw [e]))
  · ext x
    simp only [Finset.mem_image, Finset.mem_insert]
    constructor
    · intro hx
      by_cases e : x = a
      · exact ⟨0, Or.inl rfl, by simp [e]⟩
      · exact ⟨x - a, Or.inr ⟨x, Finset.mem_erase.2 ⟨e, hx⟩, rfl⟩, sub_add_cancel x a⟩
    · rintro ⟨y, rfl | ⟨b, hb, rfl⟩, rfl⟩
      · simpa using ha
      · simpa using Finset.mem_of_mem_erase hb
```

Choose a site $a\in C$ and set $P=\{b-a : b\in C,\ b\neq a\}$. Each $b-a$ lies in $S$ because $C$ is a cluster. There are $k$ such vectors, and $(b-a)-(c-a)=b-c$ shows that they are mutually neighbouring. Adding $a$ back gives $C=(\{0\}\cup P)+a$. The Lean proof checks these points in this order; `erase` removes $a$ from $C$.

```lean
/-- Signed permutation matrices map the fcc lattice into itself. -/
theorem onFcc_signedPerm (σ : Equiv.Perm (Fin 3)) (ε : Fin 3 → ℤˣ) {v : Site}
    (hv : OnFcc v) : OnFcc (signedPerm σ ε *ᵥ v) := by
  have h := Equiv.sum_comp σ v
  simp only [Fin.sum_univ_three] at h
  simp only [OnFcc, signedPerm_mulVec, Int.even_iff] at hv ⊢
  rcases Int.units_eq_one_or (ε 0) with e0 | e0 <;>
  rcases Int.units_eq_one_or (ε 1) with e1 | e1 <;>
  rcases Int.units_eq_one_or (ε 2) with e2 | e2 <;>
  simp only [e0, e1, e2, Units.val_neg, Units.val_one] <;> omega
```

A sign change does not alter parity, so $\sum_i\varepsilon_iv_{\sigma(i)}\equiv\sum_i v_{\sigma(i)}=\sum_i v_i \pmod 2$. Lean runs through the eight sign combinations and leaves the integer arithmetic to `omega`.

```lean
/-- Any two nearest-neighbour triangles of the fcc lattice, and any two tetrahedra, are
related by a signed permutation matrix followed by a lattice translation. -/
theorem cluster_single_orbit {k : ℕ} (hk : k = 2 ∨ k = 3) {C C' : Finset Site}
    (h : IsCluster (k + 1) C) (h' : IsCluster (k + 1) C') :
    ∃ σ ε t, OnFcc t ∧ C' = C.image (fun v => signedPerm σ ε *ᵥ v + t) := by
  obtain ⟨a, ha⟩ := Finset.card_pos.1 (by rw [h.1]; omega : 0 < C.card)
  obtain ⟨a', ha'⟩ := Finset.card_pos.1 (by rw [h'.1]; omega : 0 < C'.card)
  obtain ⟨P, hP, hC⟩ := cluster_from_site h ha
  obtain ⟨P', hP', hC'⟩ := cluster_from_site h' ha'
  obtain ⟨σ, ε, hg⟩ := bonded_transitive hk hP hP'
  refine ⟨σ, ε, a' - signedPerm σ ε *ᵥ a, ?_, ?_⟩
  · have h1 := onFcc_signedPerm σ ε (h.2.1 a ha)
    have h2 := h'.2.1 a' ha'
    simp only [OnFcc, Int.even_iff, Pi.sub_apply] at h1 h2 ⊢
    omega
  · have hins : insert 0 P' = (insert 0 P).image (fun v => signedPerm σ ε *ᵥ v) := by
      simp only [hg, Finset.image_insert, Matrix.mulVec_zero]
    rw [hC', hC, hins, Finset.image_image, Finset.image_image]
    congr 1
    funext v
    simp only [Function.comp_apply, Matrix.mulVec_add]
    abel
```

Any two triangles, and any two tetrahedra, anywhere in the lattice are related by $v\mapsto Mv+t$ with $t$ an fcc vector. To see this, pick $a\in C$ and $a'\in C'$ and write $C=(\{0\}\cup P)+a$ and $C'=(\{0\}\cup P')+a'$. Transitivity gives $P'=MP$, and $M0=0$, so
$$C'=M(C-a)+a'=MC+t,\qquad t=a'-Ma.$$
Both $a'$ and $Ma$ have even coordinate sum, hence so does $t$. The two bullets of the Lean proof are this parity argument and this identity.

**A worked pair of triangles.** Let $C=\{(2,0,0),(3,1,0),(3,0,1)\}$ and $C'=\{(0,0,0),(1,-1,0),(0,-1,1)\}$. With $a=(2,0,0)$ and $a'=0$,
$$P=\{(1,1,0),(1,0,1)\},\qquad P'=\{(1,-1,0),(0,-1,1)\}.$$
The shared axis moves from 0 to 1 and its sign becomes negative, so $Mv=(v_1,-v_0,v_2)$ will do. Then $t=-Ma=(0,2,0)$, and $v\mapsto Mv+t$ sends the three sites of $C$ to $(0,0,0)$, $(1,-1,0)$ and $(0,-1,1)$, in that order.

**Why all three pairs must be neighbours.** Suppose that only two of the three pairs in $C'$ had to be neighbours. Then $C'=\{(0,0,0),(1,1,0),(2,2,0)\}$ would be allowed. Its end points have squared distance 8, whereas all squared distances in a triangle $C$ are 2. Since $v\mapsto Mv+t$ preserves distances, no such map takes $C$ to $C'$.

## Eight triangles and two tetrahedra per site

```lean
/-- There are 8 representative triangles and 2 representative tetrahedra, and all of them
are nearest-neighbour clusters. -/
theorem card_representatives :
    ((representatives 2).card = 8 ∧ ∀ R ∈ representatives 2, IsCluster 3 R) ∧
    ((representatives 3).card = 2 ∧ ∀ R ∈ representatives 3, IsCluster 4 R) := by
  decide +kernel
```

The signs from the earlier count give these numbers too. A triple consists of $(s_0,s_1,0)$, $(s_0,0,s_2)$ and $(0,s_1,s_2)$. All three are forward exactly when $s_0=s_1=+1$, which leaves 2 choices. For pairs, shared axis 0 requires only $s_0=+1$ and gives 4. Shared axes 1 and 2 each require $s_0=s_1=+1$ and give 2 apiece, so the total is 8. The theorem also confirms that every representative is a genuine cluster.

```lean
/-- Every nearest-neighbour triangle or tetrahedron of the fcc lattice is a lattice
translate of exactly one representative. -/
theorem existsUnique_representative {k : ℕ} (hk : k = 2 ∨ k = 3) {C : Finset Site}
    (h : IsCluster (k + 1) C) :
    ∃! R, R ∈ representatives k ∧ ∃ t, OnFcc t ∧ C = R.image (fun v => v + t) := by
  have hex : ∀ P ∈ bonded k, ∃ R ∈ representatives k, ∃ s ∈ insert 0 P,
      insert 0 P = R.image (fun v => v + s) := by
    rcases hk with rfl | rfl <;> decide +kernel
  have hun : ∀ R ∈ representatives k, ∀ R' ∈ representatives k, ∀ t ∈ R,
      R = R'.image (fun v => v + t) → R = R' := by
    rcases hk with rfl | rfl <;> decide +kernel
  have h0 : ∀ R ∈ representatives k, (0 : Site) ∈ R := by
    intro R hR
    obtain ⟨P, _, rfl⟩ := Finset.mem_image.1 hR
    exact Finset.mem_insert_self 0 P
  obtain ⟨a, ha⟩ := Finset.card_pos.1 (by rw [h.1]; omega : 0 < C.card)
  obtain ⟨P, hP, hC⟩ := cluster_from_site h ha
  obtain ⟨R, hR, s, _, hs⟩ := hex P hP
  have hCR : C = R.image (fun v => v + (s + a)) := by
    rw [hC, hs, Finset.image_image]
    congr 1
    funext v
    exact add_assoc v s a
  -- the translation is itself a site of the cluster, the image of the origin
  have ht : s + a ∈ C := by
    rw [hCR]
    exact Finset.mem_image.2 ⟨0, h0 R hR, zero_add _⟩
  refine ⟨R, ⟨hR, s + a, h.2.1 _ ht, hCR⟩, ?_⟩
  rintro R' ⟨hR', t', _, hC'⟩
  -- two representatives of one cluster are translates of each other
  have e : R' = R.image (fun v => v + (s + a - t')) := by
    calc R' = (R'.image (fun v => v + t')).image (fun v => v - t') := by
          have hid : (fun v : Site => v - t') ∘ (fun v : Site => v + t') = id := by
            funext v
            exact add_sub_cancel_right v t'
          rw [Finset.image_image, hid, Finset.image_id]
      _ = (R.image (fun v => v + (s + a))).image (fun v => v - t') := by
          rw [← hC', ← hCR]
      _ = R.image (fun v => v + (s + a - t')) := by
          rw [Finset.image_image]
          congr 1
          funext v
          exact add_sub_assoc v (s + a) t'
  refine hun R' hR' R hR (s + a - t') ?_ e
  rw [e]
  exact Finset.mem_image.2 ⟨0, h0 R hR, zero_add _⟩

end FccClusters
```

The symbol `∃!` means "there is exactly one". Each triangle or tetrahedron is an fcc translate of exactly one representative, so the triangles fall into 8 translation classes and the tetrahedra into 2. The fcc lattice has one site per primitive cell, so these are the numbers of clusters per site.

By hand, order the sites like words in a dictionary, by $v_0$, then $v_1$, then $v_2$. A cluster has exactly one smallest site. Moving it to the origin makes every other site a neighbour vector whose first nonzero coordinate is positive, hence a forward vector. The result is a representative. It is the only one, because the origin is the smallest site of every representative and translations preserve the order. For the triangle $C'$ of the worked pair, the smallest site is $(0,-1,1)$, and the representative is $\{(0,0,0),(0,1,-1),(1,0,-1)\}$.

Lean replaces the ordering by two finite checks. `hex` says that every $\{0\}\cup P$ is a translate of some representative. `hun` says that two representatives which are translates of each other are equal. It needs to try only translations $t\in R$, because the origin lies in $R'$ and is carried to $t$. The rest of the proof links the checks to an arbitrary cluster. The translation $s+a$ is the image of the origin, hence a site of $C$ and an fcc vector. If $C=R+(s+a)=R'+t'$, then $R'=R+(s+a-t')$, and `hun` gives $R'=R$.

In a cluster expansion for a binary alloy on the undistorted fcc lattice, 8 and 2 are the multiplicities per site of the nearest-neighbour triangle and tetrahedron terms, and the single orbits mean that cubic symmetry leaves one effective interaction for each.

```lean
#print axioms FccClusters.card_bonded
#print axioms FccClusters.cluster_single_orbit
#print axioms FccClusters.card_representatives
#print axioms FccClusters.existsUnique_representative
```

```
'FccClusters.card_bonded' depends on axioms: [propext, Classical.choice, Quot.sound]
'FccClusters.cluster_single_orbit' depends on axioms: [propext, Classical.choice, Quot.sound]
'FccClusters.card_representatives' depends on axioms: [propext, Classical.choice, Quot.sound]
'FccClusters.existsUnique_representative' depends on axioms: [propext, Classical.choice, Quot.sound]
```
